# A periodic classical Morse vibration never shortens the mean bond length

To compare the bond length in a classical trajectory with the minimum of the potential, one averages the displacement over whole vibrations. For a single, non-rotating Morse oscillator the sign of that average is known in advance: a negative value over a full period points to an error in the integration or the sampling.

## The oscillator and its time average

```lean
import Mathlib

open Real

namespace MorseBondLengthening

noncomputable section
```

Let x be the displacement from the equilibrium bond length, D the well depth and a the range parameter. The potential V is zero at its minimum and tends to D as the bond dissociates.

```lean
/-- The Morse potential with well depth `D` and range parameter `a`, as a function of the
displacement `x` from the equilibrium bond length. -/
def morseV (D a x : ℝ) : ℝ := D * (1 - exp (-a * x)) ^ 2
```

The force F is defined by its own formula; part (b) ties it to V.

```lean
/-- The Morse force at displacement `x`. -/
def morseForce (D a x : ℝ) : ℝ := -2 * a * D * (exp (-a * x) - exp (-2 * a * x))
```

Write ⟨f⟩ for the average of f from time 0 to time T.

```lean
/-- The average of `f` over the time interval from `0` to `T`. -/
def timeMean (T : ℝ) (f : ℝ → ℝ) : ℝ := (∫ t in (0 : ℝ)..T, f t) / T
```

A `MorseMotion` is a displacement x(t) with velocity v(t) that satisfies three conditions at all times: v is the derivative of x, the momentum m v changes at the rate F(x), and x repeats after T. For a diatomic, m is the reduced mass; m = 1 gives x'' = F(x). T may be any period, not only the shortest.

```lean
/-- A motion `x` with velocity `v` of a mass `m` that obeys Newton's equation with the Morse
force and repeats itself after the time `T`. -/
structure MorseMotion (m D a T : ℝ) (x v : ℝ → ℝ) : Prop where
  velocity : ∀ t, HasDerivAt x (v t) t
  newton : ∀ t, HasDerivAt (fun s => m * v s) (morseForce D a (x t)) t
  periodic : Function.Periodic x T
```

The last two definitions describe a trial orbit with amplitude parameter e and angular frequency ω, tested in part (i).

```lean
/-- The displacement along a Morse orbit with amplitude parameter `e` and angular
frequency `ω`. -/
def morseOrbit (a e ω t : ℝ) : ℝ := log ((1 + e * cos (ω * t)) / (1 - e ^ 2)) / a

/-- The velocity along the Morse orbit. -/
def morseOrbitVelocity (a e ω t : ℝ) : ℝ :=
  -(e * ω * sin (ω * t)) / (a * (1 + e * cos (ω * t)))
```

The model is classical and has one coordinate, so zero-point motion and centrifugal stretching are absent. Parts (e) to (h) assume a > 0 and D > 0, and parts (f) to (h) also T > 0.

## (a) The second exponential as a square

Show that

exp(−2a x) = exp(−a x)².

Since −2a x = (−a x) + (−a x), the exponential of the sum is the product of two equal factors.

```lean
lemma exp_two (a x : ℝ) : exp (-2 * a * x) = exp (-a * x) ^ 2 := by
  rw [sq, ← Real.exp_add]
  congr 1
  ring
```

## (b) The force from the potential

Show that

V'(x) = −F(x).

Put y = exp(−a x), so that dy/dx = −a y. Then

V' = 2D(1 − y) · a y = 2aD(y − y²) = −F.

Lean differentiates the square as a product, and `ring` compares the results.

```lean
/-- The Morse force is minus the derivative of the Morse potential. -/
theorem hasDerivAt_morseV (D a x : ℝ) : HasDerivAt (morseV D a) (-morseForce D a x) x := by
  have hV : morseV D a = fun y => D * ((1 - exp (-a * y)) * (1 - exp (-a * y))) := by
    funext y
    simp only [morseV]
    ring
  have h0 : HasDerivAt (fun y : ℝ => -a * y) (-a) x :=
    ((hasDerivAt_id' x).const_mul (-a)).congr_deriv (mul_one _)
  have h1 := h0.exp.const_sub 1
  rw [hV]
  refine ((h1.fun_mul h1).const_mul D).congr_deriv ?_
  simp only [morseForce, exp_two]
  ring
```

## (c) Continuity of the displacement

Show that

x(s) → x(t) as s → t.

For s ≠ t, x(s) − x(t) is (s − t) times a difference quotient. The first factor tends to 0 and the second to v(t), so the product tends to 0. This continuity makes the later integrands integrable.

```lean
variable {m D a T : ℝ} {x v : ℝ → ℝ}

lemma MorseMotion.continuous (h : MorseMotion m D a T x v) : Continuous x :=
  continuous_iff_continuousAt.mpr fun t => (h.velocity t).continuousAt
```

## (d) The period of the velocity

Show that

v(t + T) = v(t).

Differentiate x(t + T) = x(t). The left side has derivative v(t + T), the right side v(t). In Lean both are derivatives of the same function at t, and `unique` identifies them.

```lean
/-- The velocity of a periodic Morse motion has the same period as the displacement. -/
theorem MorseMotion.velocity_periodic (h : MorseMotion m D a T x v) :
    Function.Periodic v T := by
  intro t
  have h1 : HasDerivAt (fun s => x (s + T)) (v (t + T)) t :=
    (h.velocity (t + T)).comp_add_const t T
  have h2 : (fun s => x (s + T)) = x := funext h.periodic
  rw [h2] at h1
  exact h1.unique (h.velocity t)
```

## (e) No net impulse over a period

Show that, with integrals from 0 to T,

∫ exp(−a x) dt = ∫ exp(−2a x) dt.

Integrate Newton's equation and use (d):

∫ F(x) dt = m v(T) − m v(0) = 0.

The left side is −2aD times the difference of the two integrals. Since aD ≠ 0, that difference is zero.

The proof turns on `intervalIntegral.integral_eq_sub_of_hasDerivAt`, a form of the fundamental theorem of calculus. It asks for a derivative at each point of the interval and for that derivative to be integrable. The field `newton` supplies the first and continuity of the force the second, so the momentum never has to be written as an explicit function of time.

```lean
/-- Over one period the integrals of `exp (-a x)` and `exp (-2 a x)` are equal. -/
theorem MorseMotion.integral_exp_eq (h : MorseMotion m D a T x v) (ha : 0 < a) (hD : 0 < D) :
    ∫ t in (0 : ℝ)..T, exp (-a * x t) = ∫ t in (0 : ℝ)..T, exp (-2 * a * x t) := by
  have hc := h.continuous
  have c1 : Continuous fun t => exp (-a * x t) := by fun_prop
  have c2 : Continuous fun t => exp (-2 * a * x t) := by fun_prop
  have cF : Continuous fun t => morseForce D a (x t) := by
    unfold morseForce
    fun_prop
  -- the momentum returns to its initial value, so the total impulse vanishes
  have hF : ∫ t in (0 : ℝ)..T, morseForce D a (x t) = 0 := by
    rw [intervalIntegral.integral_eq_sub_of_hasDerivAt (fun t _ => h.newton t)
      (cF.intervalIntegrable _ _)]
    have hv := h.velocity_periodic 0
    rw [zero_add] at hv
    simp only [hv, sub_self]
  have hs : ∫ t in (0 : ℝ)..T, morseForce D a (x t) = -2 * a * D *
      ((∫ t in (0 : ℝ)..T, exp (-a * x t)) - ∫ t in (0 : ℝ)..T, exp (-2 * a * x t)) := by
    rw [← intervalIntegral.integral_sub (c1.intervalIntegrable _ _)
      (c2.intervalIntegrable _ _), ← intervalIntegral.integral_const_mul]
    rfl
  have hne : -2 * a * D ≠ 0 := mul_ne_zero (mul_ne_zero (by norm_num) ha.ne') hD.ne'
  rw [hs] at hF
  exact sub_eq_zero.mp ((mul_eq_zero.mp hF).resolve_left hne)
```

## (f) Mean potential energy and mean displacement

Show that

⟨V⟩ ≤ aD ⟨x⟩.

The inequality 1 + u ≤ exp(u) at u = −a x gives 1 − y ≤ a x, again with y = exp(−a x). Hence

(1 − y)² = (1 − y) + (y² − y) ≤ a x + y² − y.

Multiply by D and integrate over the period. By (e) the integral of y² − y vanishes, and division by T gives the claim. In the code, `hp` is the pointwise bound, `integral_mono` integrates it, and `he` removes the exponential terms.

```lean
/-- The mean potential energy is at most `a D` times the mean displacement. -/
theorem MorseMotion.mean_potential_le (h : MorseMotion m D a T x v)
    (ha : 0 < a) (hD : 0 < D) (hT : 0 < T) :
    timeMean T (fun t => morseV D a (x t)) ≤ a * D * timeMean T x := by
  have hc := h.continuous
  have c1 : Continuous fun t => exp (-a * x t) := by fun_prop
  have c2 : Continuous fun t => exp (-2 * a * x t) := by fun_prop
  have c3 : Continuous fun t => a * D * x t := by fun_prop
  have c4 : Continuous fun t => D * (exp (-2 * a * x t) - exp (-a * x t)) := by fun_prop
  have cV : Continuous fun t => morseV D a (x t) := by
    unfold morseV
    fun_prop
  -- pointwise bound from 1 - exp (-a x) ≤ a x
  have hp : ∀ t, morseV D a (x t) ≤
      a * D * x t + D * (exp (-2 * a * x t) - exp (-a * x t)) := by
    intro t
    have h1 := mul_le_mul_of_nonneg_left (Real.add_one_le_exp (-a * x t)) hD.le
    rw [exp_two]
    unfold morseV
    nlinarith [h1]
  have hle : ∫ t in (0 : ℝ)..T, morseV D a (x t) ≤
      ∫ t in (0 : ℝ)..T, (a * D * x t + D * (exp (-2 * a * x t) - exp (-a * x t))) :=
    intervalIntegral.integral_mono hT.le (cV.intervalIntegrable 0 T)
      ((c3.add c4).intervalIntegrable 0 T) hp
  have he : ∫ t in (0 : ℝ)..T, (a * D * x t + D * (exp (-2 * a * x t) - exp (-a * x t)))
      = a * D * ∫ t in (0 : ℝ)..T, x t := by
    rw [intervalIntegral.integral_add (c3.intervalIntegrable _ _) (c4.intervalIntegrable _ _),
      intervalIntegral.integral_const_mul, intervalIntegral.integral_const_mul,
      intervalIntegral.integral_sub (c2.intervalIntegrable _ _) (c1.intervalIntegrable _ _),
      h.integral_exp_eq ha hD, sub_self, mul_zero, add_zero]
  have hle' : ∫ t in (0 : ℝ)..T, morseV D a (x t) ≤ a * D * ∫ t in (0 : ℝ)..T, x t :=
    hle.trans (le_of_eq he)
  unfold timeMean
  rw [← mul_div_assoc]
  exact div_le_div_of_nonneg_right hle' hT.le
```

## (g) Equal averages and the sign of the mean displacement

Show that

⟨exp(−a x)⟩ = ⟨exp(−2a x)⟩ and ⟨x⟩ ≥ 0.

Dividing (e) by T gives the equality. Since V is D times a square, ⟨V⟩ ≥ 0, so (f) gives 0 ≤ aD ⟨x⟩, and aD is positive.

```lean
/-- For a periodic Morse motion `exp (-a x)` and `exp (-2 a x)` have equal time averages over
a period, and the time average of the displacement is nonnegative. -/
theorem morse_bond_lengthening (h : MorseMotion m D a T x v)
    (ha : 0 < a) (hD : 0 < D) (hT : 0 < T) :
    timeMean T (fun t => exp (-a * x t)) = timeMean T (fun t => exp (-2 * a * x t)) ∧
      0 ≤ timeMean T x := by
  refine ⟨by unfold timeMean; rw [h.integral_exp_eq ha hD], ?_⟩
  have hV : 0 ≤ timeMean T (fun t => morseV D a (x t)) :=
    div_nonneg (intervalIntegral.integral_nonneg hT.le
      fun t _ => mul_nonneg hD.le (sq_nonneg _)) hT.le
  exact (mul_nonneg_iff_of_pos_left (mul_pos ha hD)).mp
    (hV.trans (h.mean_potential_le ha hD hT))
```

## (h) Strict lengthening for a moving bond

Show that if x(t) ≠ 0 at some time t, then

⟨x⟩ > 0.

By periodicity there is a time s in [0, T) with x(s) = x(t) ≠ 0. There exp(−a x(s)) ≠ 1, so V(x(s)) > 0. A continuous nonnegative function that is positive somewhere on [0, T] has a positive integral, so ⟨V⟩ > 0, and (f) finishes the argument. A bond at rest at equilibrium has ⟨x⟩ = 0.

```lean
/-- If the displacement is nonzero at some time, its time average is strictly positive. -/
theorem morse_bond_lengthening_strict (h : MorseMotion m D a T x v)
    (ha : 0 < a) (hD : 0 < D) (hT : 0 < T) (hx : ∃ t, x t ≠ 0) : 0 < timeMean T x := by
  obtain ⟨t, ht⟩ := hx
  obtain ⟨s, hs, hts⟩ := h.periodic.exists_mem_Ico₀ hT t
  rw [hts] at ht
  have hc := h.continuous
  have cV : Continuous fun t => morseV D a (x t) := by
    unfold morseV
    fun_prop
  -- the potential energy is positive away from equilibrium
  have hne : 1 - exp (-a * x s) ≠ 0 := fun h0 =>
    mul_ne_zero (neg_ne_zero.mpr ha.ne') ht ((Real.exp_eq_one_iff _).mp (sub_eq_zero.mp h0).symm)
  have hpos : 0 < morseV D a (x s) := mul_pos hD (pow_pos_of_sq hne)
  have hV : 0 < timeMean T (fun t => morseV D a (x t)) :=
    div_pos (intervalIntegral.integral_pos hT cV.continuousOn
      (fun t _ => mul_nonneg hD.le (sq_nonneg _)) ⟨s, ⟨hs.1, hs.2.le⟩, hpos⟩) hT
  exact (mul_pos_iff_of_pos_left (mul_pos ha hD)).mp
    (hV.trans_le (h.mean_potential_le ha hD hT))
where
  pow_pos_of_sq {y : ℝ} (hy : y ≠ 0) : 0 < y ^ 2 := by positivity
```

## (i) An explicit orbit

Let a > 0, ω > 0, e² < 1 and m ω² = 2a²D(1 − e²). Show that

x(t) = log((1 + e cos ωt)/(1 − e²))/a

is a Morse motion with period 2π/ω.

Put N = 1 + e cos ωt, which is positive because |e| < 1. Differentiating once and then again, with sin² + cos² = 1, gives

v = −e ω sin ωt/(a N)

v' = −e ω² (cos ωt + e)/(a N²).

On the orbit y = (1 − e²)/N, hence

y − y² = (1 − e²) e (cos ωt + e)/N²

F = −2aD(1 − e²) e (cos ωt + e)/N².

The condition on m ω² makes m v' equal to F, and the period is that of the cosine. In Lean, `hv` is the acceleration, `hexp` and `hr` evaluate the force, and the last `linear_combination` inserts the condition on m ω².

```lean
/-- The explicit Morse orbit is a periodic Morse motion with period `2π/ω` whenever `e² < 1`
and `m ω² = 2 a² D (1 - e²)`. -/
theorem morseMotion_witness {e ω : ℝ} (ha : 0 < a) (he : e ^ 2 < 1) (hω : 0 < ω)
    (hm : m * ω ^ 2 = 2 * a ^ 2 * D * (1 - e ^ 2)) :
    MorseMotion m D a (2 * π / ω) (morseOrbit a e ω) (morseOrbitVelocity a e ω) := by
  have ha' := ha.ne'
  have hω' := hω.ne'
  have hE : 0 < 1 - e ^ 2 := by linarith
  have hE' := hE.ne'
  have hN : ∀ t, 0 < 1 + e * cos (ω * t) := fun t => by
    nlinarith [mul_nonneg (sq_nonneg e) (sub_nonneg.2 (Real.cos_sq_le_one (ω * t))),
      sq_nonneg (1 + e * cos (ω * t))]
  have hθ : ∀ t, HasDerivAt (fun s : ℝ => ω * s) ω t := fun t =>
    ((hasDerivAt_id' t).const_mul ω).congr_deriv (mul_one _)
  have dN : ∀ t, HasDerivAt (fun s => 1 + e * cos (ω * s)) (e * (-sin (ω * t) * ω)) t :=
    fun t => ((hθ t).cos.const_mul e).const_add 1
  refine ⟨fun t => ?_, fun t => ?_, fun t => ?_⟩
  · have hn := (hN t).ne'
    refine (((dN t).div_const (1 - e ^ 2)).log (div_pos (hN t) hE).ne').div_const a
      |>.congr_deriv ?_
    simp only [morseOrbitVelocity]
    field_simp
  · have hn := (hN t).ne'
    -- the acceleration in closed form
    have hv : HasDerivAt (morseOrbitVelocity a e ω)
        (-(ω ^ 2 * e * (cos (ω * t) + e)) / (a * (1 + e * cos (ω * t)) ^ 2)) t := by
      refine (((hθ t).sin.const_mul (e * ω)).fun_neg.fun_div ((dN t).const_mul a)
        (mul_ne_zero ha' hn)).congr_deriv ?_
      rw [div_eq_div_iff (pow_ne_zero 2 (mul_ne_zero ha' hn))
        (mul_ne_zero ha' (pow_ne_zero 2 hn))]
      linear_combination (a * (1 + e * cos (ω * t)) ^ 2) * (-a * e ^ 2 * ω ^ 2) *
        Real.sin_sq_add_cos_sq (ω * t)
    have hexp : exp (-a * morseOrbit a e ω t) = (1 - e ^ 2) / (1 + e * cos (ω * t)) := by
      have h1 : -a * morseOrbit a e ω t
          = -log ((1 + e * cos (ω * t)) / (1 - e ^ 2)) := by
        unfold morseOrbit
        rw [neg_mul, mul_div_cancel₀ _ ha']
      rw [h1, Real.exp_neg, Real.exp_log (div_pos (hN t) hE), inv_div]
    refine (hv.const_mul m).congr_deriv ?_
    have hr : (1 - e ^ 2) / (1 + e * cos (ω * t)) - ((1 - e ^ 2) / (1 + e * cos (ω * t))) ^ 2
        = (1 - e ^ 2) * e * (cos (ω * t) + e) / (1 + e * cos (ω * t)) ^ 2 := by
      field_simp
      ring
    rw [morseForce, exp_two, hexp, hr, ← mul_div_assoc, ← mul_div_assoc,
      div_eq_div_iff (mul_ne_zero ha' (pow_ne_zero 2 hn)) (pow_ne_zero 2 hn)]
    linear_combination (-(e * (cos (ω * t) + e)) * (1 + e * cos (ω * t)) ^ 2) * hm
  · have h1 : ω * (t + 2 * π / ω) = ω * t + 2 * π := by
      rw [mul_add, mul_div_cancel₀ _ hω']
    simp only [morseOrbit]
    rw [h1, Real.cos_add_two_pi]

end

end MorseBondLengthening
```

## Averaging over part of a period

Periodicity matters. Take D > 0 and e = −1/2 in (i), and average only from 0 to π/(3ω). Inside this window cos ωt > 1/2, so

(1 − (cos ωt)/2)/(3/4) < 1,

and x is negative until the window closes. The average of x is then negative, although Newton's equation holds throughout. The velocity rises from zero to a positive value, so the net impulse is not zero and the two exponential averages differ as well.

```lean
#print axioms MorseBondLengthening.hasDerivAt_morseV
#print axioms MorseBondLengthening.morse_bond_lengthening
#print axioms MorseBondLengthening.morse_bond_lengthening_strict
```

```
'MorseBondLengthening.hasDerivAt_morseV' depends on axioms: [propext, Classical.choice, Quot.sound]
'MorseBondLengthening.morse_bond_lengthening' depends on axioms: [propext, Classical.choice, Quot.sound]
'MorseBondLengthening.morse_bond_lengthening_strict' depends on axioms: [propext, Classical.choice, Quot.sound]
```
